# Husimi's adiabaticity parameter Q for a driven harmonic oscillator is never less than one

Let $X$ and $Y$ solve $x''=-w(t)^2x$ with $X(0)=0$, $X'(0)=1$, $Y(0)=1$, $Y'(0)=0$. For any $a,b>0$, Husimi's parameter

$$Q=\frac{a^2\left(b^2X^2+X'^2\right)+b^2Y^2+Y'^2}{2ab}$$

satisfies $Q\ge 1$ at all times, and at $t=0$ it equals $(a^2+b^2)/(2ab)$. Here $w$ is the driven frequency of an oscillator of unit mass, $a$ is its frequency before the driving and $b$ its frequency afterwards. This $Q$ is a different quantity from the Husimi Q function, which is a distribution in phase space.

For a single oscillator that starts with equal mean kinetic and potential energy and no position-momentum correlation, $Q$ fixes the mean energy after the driving, once the initial energy and the two frequencies are given. In quantum thermodynamics $Q\ge1$ therefore bounds from below the energy that such an oscillator carries at the end of a work stroke.

```lean
import Mathlib

open Matrix

namespace HusimiAdiabaticity

noncomputable section
```

## Trajectories and the definition of Q

Newton's equation of second order is written as two equations of first order, for a position $x$ and a velocity $v$:

$$x'(t)=v(t),\qquad v'(t)=-w(t)^2x(t).$$

In Lean the three functions are real functions of a real time. `HasDerivAt` says that the derivative exists at the given time and has the given value, and both equations are required at every real $t$.

```lean
/-- Position `x` and velocity `v` follow Newton's equation `x'' = -w(t)^2 x` of an oscillator
of unit mass with driven frequency `w`. -/
structure IsTrajectory (w x v : ℝ → ℝ) : Prop where
  pos : ∀ t, HasDerivAt x (v t) t
  vel : ∀ t, HasDerivAt v (-(w t) ^ 2 * x t) t
```

Write $V=X'$ and $U=Y'$. The initial data become $X(0)=0$, $V(0)=1$, $Y(0)=1$, $U(0)=0$. Every other trajectory is a combination of these two: initial position $x_0$ and velocity $v_0$ give $x(t)=Y(t)x_0+X(t)v_0$.

The structure below collects the two trajectories and their initial data. Continuity of $w$ is not among its conditions. Continuity would guarantee that such a pair exists, by the usual theory of linear differential equations, whereas here the pair is taken as given.

```lean
/-- The two basic trajectories of the driven oscillator: `X` (velocity `V`) starts at the origin
with unit velocity, `Y` (velocity `U`) starts at rest at unit distance. -/
structure IsFundamentalPair (w X V Y U : ℝ → ℝ) : Prop where
  trajX : IsTrajectory w X V
  trajY : IsTrajectory w Y U
  X_zero : X 0 = 0
  V_zero : V 0 = 1
  Y_zero : Y 0 = 1
  U_zero : U 0 = 0
```

At a fixed time $Q$ depends only on the four numbers $X,V,Y,U$ and on the two frequencies:

$$Q=\frac{a^2(b^2X^2+V^2)+(b^2Y^2+U^2)}{2ab}.$$

The definition takes these numbers in the order `x v y u`. It does not tie $a$ and $b$ to the function $w$, so the results hold for every positive pair. The physical reading sets $a$ to the frequency before the driving starts and $b$ to the frequency at which the final energy is measured.

```lean
/-- Husimi's Q for initial frequency `a` and final frequency `b`, as a function of the values
`x, y` of the two basic trajectories and their velocities `v, u`. -/
def husimiQ (a b x v y u : ℝ) : ℝ :=
  (a ^ 2 * (b ^ 2 * x ^ 2 + v ^ 2) + (b ^ 2 * y ^ 2 + u ^ 2)) / (2 * a * b)
```

## The conserved Wronskian

Differentiate $VY-XU$ by the product rule and insert the equations of motion:

$$(VY-XU)'=-w^2XY+VU-VU+w^2XY=0.$$

The combination is therefore constant, and at $t=0$ it equals $1\cdot1-0\cdot0=1$. Hence $VY-XU=1$ at all times.

The proof follows the same route. The product rule is applied to the four derivatives in the fundamental pair, and `ring` confirms that the result is zero. Then `is_const_of_deriv_eq_zero` equates the value at $t$ with the value at $0$, where the initial data are inserted.

```lean
/-- The Wronskian of the two basic trajectories equals one at all times. -/
theorem wronskian_eq_one {w X V Y U : ℝ → ℝ} (h : IsFundamentalPair w X V Y U) (t : ℝ) :
    V t * Y t - X t * U t = 1 := by
  -- the two force terms cancel in the derivative
  have hd : ∀ s, HasDerivAt (fun r => V r * Y r - X r * U r) 0 s := fun s =>
    (((h.trajX.vel s).fun_mul (h.trajY.pos s)).fun_sub
      ((h.trajX.pos s).fun_mul (h.trajY.vel s))).congr_deriv (by ring)
  have hc : V t * Y t - X t * U t = V 0 * Y 0 - X 0 * U 0 :=
    is_const_of_deriv_eq_zero (fun s => (hd s).differentiableAt) (fun s => (hd s).deriv) t 0
  rw [hc, h.X_zero, h.V_zero, h.Y_zero, h.U_zero]
  norm_num
```

## The excess over one as a sum of squares

Expand two squares and collect the cross terms:

$$(aV-bY)^2+(abX+U)^2=a^2V^2+b^2Y^2+a^2b^2X^2+U^2-2ab\,(VY-XU).$$

The first four terms on the right are $2abQ$, and the bracket is $1$. Therefore

$$2ab\,(Q-1)=(aV-bY)^2+(abX+U)^2.$$

The lemma is stated for any four numbers with $vy-xu=1$, without reference to a differential equation. Its proof first clears the denominator in the definition of $Q$, then lets `linear_combination` add $2ab$ times the Wronskian condition.

```lean
/-- For unit Wronskian, the excess of Husimi's Q over one is, up to the factor `2ab`,
a sum of two squares. -/
theorem husimiQ_excess {a b x v y u : ℝ} (ha : 0 < a) (hb : 0 < b) (hW : v * y - x * u = 1) :
    2 * a * b * (husimiQ a b x v y u - 1) = (a * v - b * y) ^ 2 + (a * b * x + u) ^ 2 := by
  have hab : 2 * a * b ≠ 0 := by positivity
  have h : 2 * a * b * husimiQ a b x v y u
      = a ^ 2 * (b ^ 2 * x ^ 2 + v ^ 2) + (b ^ 2 * y ^ 2 + u ^ 2) := by
    unfold husimiQ
    exact mul_div_cancel₀ _ hab
  linear_combination h + 2 * a * b * hW
```

The right-hand side is non-negative and $2ab>0$, so $Q-1\ge0$. At $t=0$ the initial data give

$$Q=\frac{a^2(0+1)+(b^2+0)}{2ab}=\frac{a^2+b^2}{2ab}.$$

This is the value for a sudden quench: the frequency jumps from $a$ to $b$ before position and momentum have had time to change. The theorem evaluates $Q$ at $t=0$; it does not take a limit of ever shorter ramps. Nor does it treat the opposite regime of slow driving.

The two halves of the statement are proved separately. The first combines the Wronskian with the sum of squares and divides by the positive factor; the second substitutes the initial data.

```lean
/-- Husimi's Q is at least one at all times, for every driven frequency that has a fundamental pair,
and at time zero it equals `(a^2 + b^2) / (2ab)`. -/
theorem one_le_husimiQ {w X V Y U : ℝ → ℝ} (h : IsFundamentalPair w X V Y U)
    {a b : ℝ} (ha : 0 < a) (hb : 0 < b) :
    (∀ t, 1 ≤ husimiQ a b (X t) (V t) (Y t) (U t)) ∧
      husimiQ a b (X 0) (V 0) (Y 0) (U 0) = (a ^ 2 + b ^ 2) / (2 * a * b) := by
  constructor
  · intro t
    have hpos : 0 < 2 * a * b := by positivity
    have hid := husimiQ_excess ha hb (wronskian_eq_one h t)
    have hnn : 0 ≤ 2 * a * b * (husimiQ a b (X t) (V t) (Y t) (U t) - 1) := by
      rw [hid]
      positivity
    have := (mul_nonneg_iff_of_pos_left hpos).1 hnn
    linarith
  · rw [h.X_zero, h.V_zero, h.Y_zero, h.U_zero]
    unfold husimiQ
    congr 1
    ring
```

## When Q equals one

A sum of two real squares vanishes only if each square does. So $Q=1$ at time $t$ exactly when

$$aV(t)=bY(t)\quad\text{and}\quad U(t)=-ab\,X(t).$$

In the forward direction, `nlinarith` derives that each square is zero from the fact that both are non-negative and their sum vanishes. In the backward direction, the two equations make the right-hand side zero, and the non-zero factor $2ab$ is removed.

```lean
/-- Husimi's Q equals one at time `t` exactly when `a X' = b Y` and `Y' = -ab X` at that time. -/
theorem husimiQ_eq_one_iff {w X V Y U : ℝ → ℝ} (h : IsFundamentalPair w X V Y U)
    {a b : ℝ} (ha : 0 < a) (hb : 0 < b) (t : ℝ) :
    husimiQ a b (X t) (V t) (Y t) (U t) = 1 ↔
      a * V t = b * Y t ∧ U t = -(a * b * X t) := by
  have hab : 2 * a * b ≠ 0 := by positivity
  have hid := husimiQ_excess ha hb (wronskian_eq_one h t)
  constructor
  · intro hQ
    rw [hQ, sub_self, mul_zero] at hid
    -- a vanishing sum of squares has vanishing terms
    have h1 : (a * V t - b * Y t) ^ 2 = 0 := by
      nlinarith [sq_nonneg (a * V t - b * Y t), sq_nonneg (a * b * X t + U t)]
    have h2 : (a * b * X t + U t) ^ 2 = 0 := by
      nlinarith [sq_nonneg (a * V t - b * Y t), sq_nonneg (a * b * X t + U t)]
    have h3 := (pow_eq_zero_iff two_ne_zero).1 h1
    have h4 := (pow_eq_zero_iff two_ne_zero).1 h2
    exact ⟨by linarith, by linarith⟩
  · rintro ⟨h1, h2⟩
    have h0 : 2 * a * b * (husimiQ a b (X t) (V t) (Y t) (U t) - 1) = 0 := by
      rw [hid, h1, h2]
      ring
    rcases mul_eq_zero.1 h0 with h3 | h3
    · exact absurd h3 hab
    · linarith
```

Constant frequency $w>0$ attains the bound. The basic trajectories are then

$$X=\frac{\sin wt}{w},\quad V=\cos wt,\quad Y=\cos wt,\quad U=-w\sin wt.$$

With $a=b=w$, both conditions hold at every time: $wV=wY$, and $-w^2X=-w\sin wt=U$. An oscillator that is not driven therefore has $Q=1$ throughout. The theorem checks the derivatives and the initial data, then applies the criterion just proved. It also shows that fundamental pairs exist.

```lean
/-- At constant frequency `w` the basic trajectories are `sin(wt)/w` and `cos(wt)`, and Husimi's Q
with `a = b = w` equals one at all times. -/
theorem constant_frequency_witness {w : ℝ} (hw : 0 < w) :
    IsFundamentalPair (fun _ => w) (fun t => Real.sin (w * t) / w) (fun t => Real.cos (w * t))
        (fun t => Real.cos (w * t)) (fun t => -w * Real.sin (w * t)) ∧
      ∀ t, husimiQ w w (Real.sin (w * t) / w) (Real.cos (w * t))
        (Real.cos (w * t)) (-w * Real.sin (w * t)) = 1 := by
  have hw0 : w ≠ 0 := hw.ne'
  have hl : ∀ t, HasDerivAt (fun s : ℝ => w * s) w t := fun t => by
    simpa using (hasDerivAt_id' t).const_mul w
  have hp : IsFundamentalPair (fun _ => w) (fun t => Real.sin (w * t) / w)
      (fun t => Real.cos (w * t)) (fun t => Real.cos (w * t))
      (fun t => -w * Real.sin (w * t)) := by
    refine ⟨⟨fun t => ?_, fun t => ?_⟩, ⟨fun t => ?_, fun t => ?_⟩, ?_, ?_, ?_, ?_⟩
    · exact ((hl t).sin.div_const w).congr_deriv (by field_simp)
    · refine (hl t).cos.congr_deriv ?_
      show -Real.sin (w * t) * w = -w ^ 2 * (Real.sin (w * t) / w)
      field_simp
    · exact (hl t).cos.congr_deriv (by ring)
    · exact ((hl t).sin.const_mul (-w)).congr_deriv (by ring)
    all_goals simp
  refine ⟨hp, fun t => (husimiQ_eq_one_iff hp hw hw t).2 ⟨rfl, ?_⟩⟩
  show -w * Real.sin (w * t) = -(w * w * (Real.sin (w * t) / w))
  field_simp
```

A numerical instance uses the same trajectories with $a$ and $b$ different from $w$. Take $a=1$, $b=4$ and hold the frequency at $w=2$ for a quarter period, $t=\pi/4$. Then $X=\tfrac12$, $V=0$, $Y=0$, $U=-2$, and

$$Q=\frac{1\cdot(16\cdot\tfrac14+0)+0+4}{2\cdot1\cdot4}=\frac{8}{8}=1.$$

A direct jump from frequency $1$ to frequency $4$ gives $Q=(1+16)/8=17/8$. The value $Q=1$ thus does not require slow driving.

In that instance the physical frequency jumps from $1$ to $2$ and later from $2$ to $4$, while the fundamental pair belongs to the constant frequency $2$. A frequency function that itself contains such jumps has no pair satisfying `IsFundamentalPair`: at a jump the velocity has a kink unless the position is zero there, and a Wronskian of one does not let $X$ and $Y$ vanish together. A different model would ask for continuous positions and velocities and impose Newton's equation except at finitely many times. Piecewise constant driving would then be covered directly. The Wronskian argument would change in one place: its derivative would vanish between the exceptional times, and continuity would carry the value $1$ across them.

## From Q to the mean energy

Let $\hat x$ and $\hat p$ be the position and momentum at time zero, written `x` and `p` in the code, and let $\langle\cdot\rangle$ be the average in the initial state. At frequency $b$ the mean energy is

$$\tfrac12\left\langle \hat p^2+b^2\hat x^2\right\rangle.$$

In Lean, $\hat x$ and $\hat p$ are elements of a ring `A` that is an algebra over the reals, and the average is a real-linear map `ρ` from `A` to the real numbers. The ring need not be commutative, so classical and quantum averages are both included. For a quantum state, `ρ` is the real part of the expectation value, which changes nothing for the Hermitian combinations used here. Neither positivity nor normalisation of `ρ` is required.

```lean
variable {A : Type*} [Ring A] [Algebra ℝ A]

/-- Mean energy, in the state with expectation functional `ρ`, of an oscillator of unit mass and
frequency `b` with position `x` and momentum `p`. -/
def meanEnergy (ρ : A →ₗ[ℝ] ℝ) (b : ℝ) (x p : A) : ℝ :=
  ρ (p * p + b ^ 2 • (x * x)) / 2
```

The initial state is assumed to satisfy

$$\langle\hat p^2\rangle=E,\qquad a^2\langle\hat x^2\rangle=E,\qquad \langle\hat x\hat p+\hat p\hat x\rangle=0.$$

Its mean energy at frequency $a$ is then $\tfrac12(E+E)=E$, shared equally between kinetic and potential parts. Thermal states and energy eigenstates of the initial oscillator have these properties; a displaced or squeezed state in general does not. The conditions enter as a hypothesis and are not derived from a density matrix.

```lean
/-- A state of mean energy `E` at frequency `a` whose kinetic and potential parts are equal and
whose symmetrised position-momentum correlation vanishes. -/
structure IsEquipartitioned (ρ : A →ₗ[ℝ] ℝ) (a E : ℝ) (x p : A) : Prop where
  kinetic : ρ (p * p) = E
  potential : a ^ 2 * ρ (x * x) = E
  correlation : ρ (x * p + p * x) = 0
```

For real numbers $r$ and $s$, multiplying out with the order of the factors kept gives

$$\langle(r\hat x+s\hat p)^2\rangle=r^2\langle\hat x^2\rangle+rs\,\langle\hat x\hat p+\hat p\hat x\rangle+s^2\langle\hat p^2\rangle.$$

No commutation relation is needed. The proof expands the product by linearity and collects the real coefficients.

```lean
/-- Second moment of a linear combination of position and momentum. -/
theorem second_moment (ρ : A →ₗ[ℝ] ℝ) (x p : A) (r s : ℝ) :
    ρ ((r • x + s • p) * (r • x + s • p)) =
      r ^ 2 * ρ (x * x) + r * s * ρ (x * p + p * x) + s ^ 2 * ρ (p * p) := by
  simp only [add_mul, mul_add, smul_mul_assoc, mul_smul_comm, map_add, map_smul, smul_eq_mul]
  ring
```

For a quadratic Hamiltonian the Heisenberg equations are linear and coincide with the classical ones, so position and momentum evolve as

$$\hat x(t)=Y\hat x+X\hat p,\qquad \hat p(t)=U\hat x+V\hat p.$$

The correlation term drops out of both second moments, and

$$\langle\hat p(t)^2\rangle=\frac{U^2E}{a^2}+V^2E,\qquad b^2\langle\hat x(t)^2\rangle=b^2\left(\frac{Y^2E}{a^2}+X^2E\right).$$

Half their sum is

$$\frac{E}{2a^2}\left[a^2(b^2X^2+V^2)+b^2Y^2+U^2\right]=\frac{E}{2a^2}\cdot2abQ=\frac ba\,Q\,E.$$

The linear evolution is written into the theorem as the arguments of `meanEnergy`; no Heisenberg equation is solved. In the proof, `second_moment` is applied once to the momentum and once to the position, and the remaining identity between fractions is settled by `field_simp` and `ring`.

```lean
/-- For an equipartitioned initial state of energy `E`, the mean energy at frequency `b` after
the linear evolution of position and momentum is `(b/a) Q E`. -/
theorem meanEnergy_evolved {ρ : A →ₗ[ℝ] ℝ} {a b E : ℝ} {x p : A} (ha : 0 < a) (hb : 0 < b)
    (hρ : IsEquipartitioned ρ a E x p) (X V Y U : ℝ) :
    meanEnergy ρ b (Y • x + X • p) (U • x + V • p) = b / a * husimiQ a b X V Y U * E := by
  have hx : ρ (x * x) = E / a ^ 2 := by
    rw [eq_div_iff (by positivity)]
    linarith [hρ.potential]
  unfold meanEnergy husimiQ
  rw [map_add, map_smul, smul_eq_mul, second_moment, second_moment, hρ.correlation,
    hρ.kinetic, hx]
  field_simp
  ring
```

Since $Q\ge1$ and $(b/a)E\ge0$, the mean energy after the driving is at least $(b/a)E$. The condition $E\ge0$ is stated explicitly because `ρ` is not assumed positive; for a physical state it holds automatically. In the numerical instance, the quarter period at frequency $2$ brings the energy to exactly $4E$, whereas the direct jump brings it to $4\cdot\tfrac{17}{8}E=8.5\,E$.

```lean
/-- If the driven frequency has a fundamental pair, the mean energy at frequency `b` of an initially
equipartitioned state of energy `E ≥ 0` at frequency `a` is at least `(b/a) E`. -/
theorem meanEnergy_lower_bound {w X V Y U : ℝ → ℝ} (h : IsFundamentalPair w X V Y U)
    {ρ : A →ₗ[ℝ] ℝ} {a b E : ℝ} {x p : A} (ha : 0 < a) (hb : 0 < b) (hE : 0 ≤ E)
    (hρ : IsEquipartitioned ρ a E x p) (t : ℝ) :
    b / a * E ≤ meanEnergy ρ b (Y t • x + X t • p) (U t • x + V t • p) := by
  rw [meanEnergy_evolved ha hb hρ]
  have hm := mul_le_mul_of_nonneg_left ((one_le_husimiQ h ha hb).1 t)
    (mul_nonneg (div_pos hb ha).le hE)
  nlinarith [hm]
```

The conditions on the initial state can be met with non-zero energy. Take half the trace of real two-by-two matrices as the average, and

$$\hat x=\frac1a\begin{pmatrix}0&1\\1&0\end{pmatrix},\qquad \hat p=\begin{pmatrix}1&0\\0&-1\end{pmatrix}.$$

Then $\hat p^2$ is the identity and $\hat x^2$ is the identity divided by $a^2$, so $\langle\hat p^2\rangle=a^2\langle\hat x^2\rangle=1$. The two matrices anticommute, so the correlation vanishes, and $E=1$. These matrices are an algebraic example and not a canonical pair, which finite matrices cannot provide.

```lean
/-- Two anticommuting real matrices, averaged with half the trace, form an equipartitioned state
of energy one. -/
theorem isEquipartitioned_witness {a : ℝ} (ha : 0 < a) :
    IsEquipartitioned ((1 / 2 : ℝ) • Matrix.traceLinearMap (Fin 2) ℝ ℝ) a 1
      !![0, 1 / a; 1 / a, 0] !![1, 0; 0, -1] := by
  have ha0 : a ≠ 0 := ha.ne'
  constructor
  · simp [Matrix.trace_fin_two]
    norm_num
  · simp [Matrix.trace_fin_two] <;> field_simp <;> norm_num
  · simp [Matrix.trace_fin_two]

end

end HusimiAdiabaticity
```

```lean
#print axioms HusimiAdiabaticity.one_le_husimiQ
#print axioms HusimiAdiabaticity.meanEnergy_lower_bound
```

```
'HusimiAdiabaticity.one_le_husimiQ' depends on axioms: [propext, Classical.choice, Quot.sound]
'HusimiAdiabaticity.meanEnergy_lower_bound' depends on axioms: [propext, Classical.choice, Quot.sound]
```
